# A d shell with a real symmetric density matrix is spherical exactly when that matrix is a multiple of the identity

Put three electrons of one spin into a d shell, one each in $xy$, $yz$ and $zx$, and treat the shell as spherical because the three axes enter alike. The density is then wrong in most directions: the true one vanishes along every coordinate axis and is largest along the cube diagonals. Nor can off-diagonal elements of the density matrix repair unequal occupations. If the five orbitals share one radial function and the matrix is real and symmetric, only equal occupation of all five, without off-diagonal elements, gives a density that is constant on the sphere.

In Lean 4 with Mathlib:

```lean
import Mathlib

open Matrix

namespace OpenDShellDensity

noncomputable section
```

## Orbitals, density and sphericity

The five real d orbitals are taken as quadratic polynomials, numbered from 0 as in the code:

$$Y_0=xy,\quad Y_1=yz,\quad Y_2=zx,\quad Y_3=\tfrac12(x^2-y^2),\quad Y_4=\frac{2z^2-x^2-y^2}{2\sqrt3}.$$

```lean
/-- The five real d orbitals xy, yz, zx, (x² - y²)/2 and (2z² - x² - y²)/(2√3),
as polynomials in the Cartesian coordinates. -/
def dOrbital (x y z : ℝ) : Fin 5 → ℝ :=
  ![x * y, y * z, z * x, (x ^ 2 - y ^ 2) / 2, (2 * z ^ 2 - x ^ 2 - y ^ 2) / (2 * √3)]
```

Each $Y_i$ has squared norm $4\pi/15$ over the unit sphere, so the normalised orbitals are $\sqrt{15/4\pi}\,Y_i$. All five are assumed to share one radial function, which is left out.

For a real $5\times5$ matrix $D$, the one-particle density matrix in these orbitals, the density is

$$\rho_D(x,y,z)=\sum_{i,j=0}^{4}D_{ij}\,Y_i\,Y_j .$$

```lean
/-- The density at the point (x, y, z) of a d shell with one-particle density matrix `D`, without
the common radial function and the normalisation factor 15/(4π). -/
def density (D : Matrix (Fin 5) (Fin 5) ℝ) (x y z : ℝ) : ℝ :=
  ∑ i, ∑ j, D i j * dOrbital x y z i * dOrbital x y z j
```

With normalised orbitals the angular density is $\frac{15}{4\pi}\rho_D$. The type `Matrix (Fin 5) (Fin 5) ℝ` puts no bounds on the occupations; symmetry enters later as the hypothesis `D.IsSymm`. Products with orbitals of other shells are absent from the model.

The shell is spherical if there is a single number $c$ with $\rho_D(x,y,z)=c$ whenever $x^2+y^2+z^2=1$.

```lean
/-- The density of the shell takes one and the same value everywhere on the unit sphere. -/
def IsSpherical (D : Matrix (Fin 5) (Fin 5) ℝ) : Prop :=
  ∃ c : ℝ, ∀ x y z : ℝ, x ^ 2 + y ^ 2 + z ^ 2 = 1 → density D x y z = c
```

The components of the orbital vector are recorded one by one, so that later proofs can expand the double sum into polynomials.

```lean
/-- The components of the orbital vector, one by one. -/
theorem dOrbital_apply (x y z : ℝ) :
    dOrbital x y z 0 = x * y ∧ dOrbital x y z 1 = y * z ∧ dOrbital x y z 2 = z * x ∧
    dOrbital x y z 3 = (x ^ 2 - y ^ 2) / 2 ∧
    dOrbital x y z 4 = (2 * z ^ 2 - x ^ 2 - y ^ 2) / (2 * √3) :=
  ⟨rfl, rfl, rfl, rfl, rfl⟩
```

## The density determines the matrix

Since $Y_i(ax,ay,az)=a^2\,Y_i(x,y,z)$, every product of two orbitals acquires a factor $a^4$:

$$\rho_D(ax,ay,az)=a^4\rho_D(x,y,z).$$

```lean
/-- Scaling the position by `a` multiplies the density by the fourth power of `a`. -/
theorem density_scale (D : Matrix (Fin 5) (Fin 5) ℝ) (a x y z : ℝ) :
    density D (a * x) (a * y) (a * z) = a ^ 4 * density D x y z := by
  simp only [density, Fin.sum_univ_five, dOrbital_apply]
  ring
```

Now let $D$ be symmetric and let $\rho_D$ vanish on the unit sphere. A point other than the origin, at distance $n$ from it, is $n$ times a point of the sphere, so $\rho_D$ vanishes there too. We may therefore evaluate at integer points. Write $t=1/\sqrt3$, $u=x^2-y^2$ and $w=2z^2-x^2-y^2$. Using $D_{ij}=D_{ji}$, we get

$$\begin{aligned}4\rho_D={}&4D_{00}x^2y^2+4D_{11}y^2z^2+4D_{22}z^2x^2+D_{33}u^2+t^2D_{44}w^2\\&+8(D_{01}xy^2z+D_{02}x^2yz+D_{12}xyz^2)\\&+4(D_{03}xy+D_{13}yz+D_{23}zx)u\\&+4t(D_{04}xy+D_{14}yz+D_{24}zx)w+2tD_{34}uw=0.\end{aligned}$$

Fifteen points remove the fifteen independent entries in turn, each line using the zeros already found:

- $(0,0,1)$ gives $4t^2D_{44}=0$, so $D_{44}=0$.
- $(1,0,0)$ and $(0,1,0)$ give $D_{33}\mp2tD_{34}=0$, so $D_{33}=D_{34}=0$.
- $(1,\pm1,0)$ give $4D_{00}\mp8tD_{04}=0$, so $D_{00}=D_{04}=0$. Then $(1,2,0)$ gives $-24D_{03}=0$.
- $(0,1,\pm1)$ give $D_{11}\mp(D_{13}-tD_{14})=0$, so $D_{11}=0$ and $D_{13}=tD_{14}$. The point $(0,1,2)$ gives $D_{13}=7tD_{14}$, so both vanish.
- $(1,0,\pm1)$ give $D_{22}\pm(D_{23}+tD_{24})=0$, so $D_{22}=0$ and $D_{23}=-tD_{24}$. The point $(1,0,2)$ gives $D_{23}=-7tD_{24}$, so both vanish.
- $(1,1,1)$, $(1,1,-1)$ and $(1,-1,1)$ give $D_{01}+D_{02}+D_{12}=0$, $-D_{01}-D_{02}+D_{12}=0$ and $D_{01}-D_{02}-D_{12}=0$. Adding the first to the second gives $D_{12}=0$, adding the first to the third gives $D_{01}=0$, and then $D_{02}=0$.

Hence $D=0$.

```lean
/-- A symmetric density matrix whose density vanishes on the unit sphere is zero. -/
theorem eq_zero_of_density_eq_zero {D : Matrix (Fin 5) (Fin 5) ℝ} (hD : D.IsSymm)
    (h : ∀ x y z : ℝ, x ^ 2 + y ^ 2 + z ^ 2 = 1 → density D x y z = 0) : D = 0 := by
  -- by homogeneity the density vanishes at every point other than the origin
  have h0 : ∀ x y z : ℝ, 0 < x ^ 2 + y ^ 2 + z ^ 2 → density D x y z = 0 := by
    intro x y z hr
    obtain ⟨n, hn, hn2⟩ : ∃ n : ℝ, n ≠ 0 ∧ n ^ 2 = x ^ 2 + y ^ 2 + z ^ 2 :=
      ⟨_, (Real.sqrt_pos.2 hr).ne', Real.sq_sqrt hr.le⟩
    have h1 := h (x / n) (y / n) (z / n) (by
      rw [div_pow, div_pow, div_pow, ← add_div, ← add_div, hn2, div_self hr.ne'])
    have h2 := density_scale D n (x / n) (y / n) (z / n)
    have hx : n * (x / n) = x := by field_simp
    have hy : n * (y / n) = y := by field_simp
    have hz : n * (z / n) = z := by field_simp
    rwa [hx, hy, hz, h1, mul_zero] at h2
  have s1 : D 1 0 = D 0 1 := hD.apply 0 1
  have s2 : D 2 0 = D 0 2 := hD.apply 0 2
  have s3 : D 3 0 = D 0 3 := hD.apply 0 3
  have s4 : D 4 0 = D 0 4 := hD.apply 0 4
  have s5 : D 2 1 = D 1 2 := hD.apply 1 2
  have s6 : D 3 1 = D 1 3 := hD.apply 1 3
  have s7 : D 4 1 = D 1 4 := hD.apply 1 4
  have s8 : D 3 2 = D 2 3 := hD.apply 2 3
  have s9 : D 4 2 = D 2 4 := hD.apply 2 4
  have s10 : D 4 3 = D 3 4 := hD.apply 3 4
  obtain ⟨t, ht, htd⟩ : ∃ t : ℝ, t ≠ 0 ∧ t = (√3)⁻¹ := ⟨_, by positivity, rfl⟩
  -- the density written out as a quartic form
  have key : ∀ x y z : ℝ, 0 < x ^ 2 + y ^ 2 + z ^ 2 →
      4 * D 0 0 * (x * y) ^ 2 + 4 * D 1 1 * (y * z) ^ 2 + 4 * D 2 2 * (z * x) ^ 2
      + D 3 3 * (x ^ 2 - y ^ 2) ^ 2 + D 4 4 * t ^ 2 * (2 * z ^ 2 - x ^ 2 - y ^ 2) ^ 2
      + 8 * (D 0 1 * (x * y ^ 2 * z) + D 0 2 * (x ^ 2 * y * z) + D 1 2 * (x * y * z ^ 2))
      + 4 * (D 0 3 * (x * y) + D 1 3 * (y * z) + D 2 3 * (z * x)) * (x ^ 2 - y ^ 2)
      + 4 * (D 0 4 * t * (x * y) + D 1 4 * t * (y * z) + D 2 4 * t * (z * x))
        * (2 * z ^ 2 - x ^ 2 - y ^ 2)
      + 2 * (D 3 4 * t) * (x ^ 2 - y ^ 2) * (2 * z ^ 2 - x ^ 2 - y ^ 2) = 0 := by
    intro x y z hr
    have h' := h0 x y z hr
    simp only [density, Fin.sum_univ_five, dOrbital_apply,
      s1, s2, s3, s4, s5, s6, s7, s8, s9, s10] at h'
    rw [htd]
    linear_combination 4 * h'
  -- fifteen points fix the fifteen independent entries
  have p1 := key 0 0 1 (by norm_num)
  have p2 := key 1 0 0 (by norm_num)
  have p3 := key 0 1 0 (by norm_num)
  have p4 := key 1 1 0 (by norm_num)
  have p5 := key 1 (-1) 0 (by norm_num)
  have p6 := key 1 2 0 (by norm_num)
  have p7 := key 0 1 1 (by norm_num)
  have p8 := key 0 1 (-1) (by norm_num)
  have p9 := key 0 1 2 (by norm_num)
  have p10 := key 1 0 1 (by norm_num)
  have p11 := key 1 0 (-1) (by norm_num)
  have p12 := key 1 0 2 (by norm_num)
  have p13 := key 1 1 1 (by norm_num)
  have p14 := key 1 1 (-1) (by norm_num)
  have p15 := key 1 (-1) 1 (by norm_num)
  have a44 : D 4 4 = 0 :=
    (mul_eq_zero.1 (by linarith : D 4 4 * t ^ 2 = 0)).resolve_right (pow_ne_zero 2 ht)
  have a34 : D 3 4 = 0 := (mul_eq_zero.1 (by linarith : D 3 4 * t = 0)).resolve_right ht
  have a04 : D 0 4 = 0 := (mul_eq_zero.1 (by linarith : D 0 4 * t = 0)).resolve_right ht
  have a14 : D 1 4 = 0 := (mul_eq_zero.1 (by linarith : D 1 4 * t = 0)).resolve_right ht
  have a24 : D 2 4 = 0 := (mul_eq_zero.1 (by linarith : D 2 4 * t = 0)).resolve_right ht
  have a00 : D 0 0 = 0 := by linarith
  have a11 : D 1 1 = 0 := by linarith
  have a22 : D 2 2 = 0 := by linarith
  have a33 : D 3 3 = 0 := by linarith
  have a03 : D 0 3 = 0 := by linarith
  have a13 : D 1 3 = 0 := by linarith
  have a23 : D 2 3 = 0 := by linarith
  have a01 : D 0 1 = 0 := by linarith
  have a02 : D 0 2 = 0 := by linarith
  have a12 : D 1 2 = 0 := by linarith
  ext i j
  fin_cases i <;> fin_cases j <;>
    simp [s1, s2, s3, s4, s5, s6, s7, s8, s9, s10, a00, a01, a02, a03, a04, a11, a12, a13,
      a14, a22, a23, a24, a33, a34, a44]
```

In the code, `h0` is the extension from the sphere to all other nonzero points, `s1` to `s10` are the symmetry relations, and `key` is the displayed quartic. The facts `p1` to `p15` are its values at the fifteen points, in the order of the list. `linarith` solves the linear system, with products such as `D 3 4 * t` as unknowns; `mul_eq_zero` then removes the nonzero factor $t$ or $t^2$.

The density is linear in the matrix. If symmetric $D$ and $E$ have the same density on the sphere, then $D-E$ is symmetric and $\rho_{D-E}=\rho_D-\rho_E=0$ there, so $D=E$.

```lean
/-- Two symmetric density matrices of a d shell with the same density on the unit sphere
are equal. -/
theorem density_determines {D E : Matrix (Fin 5) (Fin 5) ℝ} (hD : D.IsSymm) (hE : E.IsSymm)
    (h : ∀ x y z : ℝ, x ^ 2 + y ^ 2 + z ^ 2 = 1 → density D x y z = density E x y z) :
    D = E := by
  refine sub_eq_zero.1 (eq_zero_of_density_eq_zero (hD.sub hE) fun x y z hr => ?_)
  have e : density (D - E) x y z = density D x y z - density E x y z := by
    simp only [density, Matrix.sub_apply, sub_mul, Finset.sum_sub_distrib]
  rw [e, h x y z hr, sub_self]
```

## Constant density means equal occupation

For the identity matrix the density is the sum of squares. With $s=x^2+y^2$,

$$\begin{aligned}\sum_iY_i^2&=\underbrace{x^2y^2+\tfrac14(x^2-y^2)^2}_{s^2/4}+z^2s+\tfrac1{12}(2z^2-s)^2\\&=\tfrac13\left(s^2+2z^2s+z^4\right)=\tfrac13(x^2+y^2+z^2)^2 .\end{aligned}$$

On the unit sphere this is $\tfrac13$, so the matrix $3c\cdot1$ has density $c$. Conversely, a symmetric $D$ with density $c$ has the same density as $3c\cdot1$, and the previous result makes the two matrices equal.

```lean
/-- For a symmetric density matrix, the density equals `c` on the whole unit sphere if and
only if the matrix is `3 c` times the identity. -/
theorem density_eq_const_iff {D : Matrix (Fin 5) (Fin 5) ℝ} (hD : D.IsSymm) (c : ℝ) :
    (∀ x y z : ℝ, x ^ 2 + y ^ 2 + z ^ 2 = 1 → density D x y z = c) ↔
      D = (3 * c) • (1 : Matrix (Fin 5) (Fin 5) ℝ) := by
  -- equal occupation of all five orbitals gives a constant density
  have u : ∀ x y z : ℝ, x ^ 2 + y ^ 2 + z ^ 2 = 1 →
      density ((3 * c) • (1 : Matrix (Fin 5) (Fin 5) ℝ)) x y z = c := by
    intro x y z hr
    have e : density ((3 * c) • (1 : Matrix (Fin 5) (Fin 5) ℝ)) x y z
        = ∑ i, 3 * c * dOrbital x y z i * dOrbital x y z i := by
      simp [density, Matrix.one_apply]
    have h3 : ((√3)⁻¹) ^ 2 = (1 / 3 : ℝ) := by
      rw [inv_pow, Real.sq_sqrt (by norm_num)]
      norm_num
    rw [e, Fin.sum_univ_five]
    simp only [dOrbital_apply]
    linear_combination (3 * c * (2 * z ^ 2 - x ^ 2 - y ^ 2) ^ 2 / 4) * h3
      + c * (x ^ 2 + y ^ 2 + z ^ 2 + 1) * hr
  constructor
  · intro h
    exact density_determines hD (Matrix.isSymm_one.smul (3 * c))
      fun x y z hr => (h x y z hr).trans (u x y z hr).symm
  · intro h
    rw [h]
    exact u
```

The local fact `u` is the sum of squares. Its `linear_combination` uses $(1/\sqrt3)^2=\tfrac13$ and the equation of the sphere, the latter through $r^4-1=(r^2+1)(r^2-1)$ with $r^2=x^2+y^2+z^2$.

If the constant is not prescribed, a spherical shell has $D=k\cdot1$ with $k=3c$; conversely, $D=k\cdot1$ has the constant density $c=k/3$.

```lean
/-- A d shell with a real symmetric density matrix has a spherical density if and only if
the density matrix is a multiple of the identity. -/
theorem isSpherical_iff {D : Matrix (Fin 5) (Fin 5) ℝ} (hD : D.IsSymm) :
    IsSpherical D ↔ ∃ k : ℝ, D = k • (1 : Matrix (Fin 5) (Fin 5) ℝ) := by
  constructor
  · rintro ⟨c, h⟩
    exact ⟨3 * c, (density_eq_const_iff hD c).1 h⟩
  · rintro ⟨k, hk⟩
    refine ⟨k / 3, (density_eq_const_iff hD (k / 3)).2 ?_⟩
    rw [show 3 * (k / 3) = k by ring]
    exact hk
```

The factor $k$ follows from the electron number. Taking the trace of $D=k\cdot1$ gives $\operatorname{tr}D=5k$, so $k=\operatorname{tr}D/5$.

```lean
/-- A d shell with a real symmetric density matrix is spherical if and only if the matrix is
the identity times one fifth of its trace, the number of electrons. -/
theorem isSpherical_iff_equal_occupation {D : Matrix (Fin 5) (Fin 5) ℝ} (hD : D.IsSymm) :
    IsSpherical D ↔ D = (D.trace / 5) • (1 : Matrix (Fin 5) (Fin 5) ℝ) := by
  rw [isSpherical_iff hD]
  constructor
  · rintro ⟨k, hk⟩
    have ht : D.trace = 5 * k := by
      rw [hk, Matrix.trace_smul, Matrix.trace_one, smul_eq_mul, Fintype.card_fin]
      push_cast
      ring
    rw [ht, show 5 * k / 5 = k by ring]
    exact hk
  · intro h
    exact ⟨_, h⟩
```

Suppose a d shell with a common radial function holds one to four electrons of one spin, and $D$ is their real symmetric density matrix. A spherical density for that spin then requires fractional occupations. For three electrons each diagonal element of $D$ must be $3/5$ and each off-diagonal element zero. The normalised angular density is then $3/(4\pi)$ in every direction. With one electron each in $xy$, $yz$ and $zx$ it is instead

$$\frac{15}{4\pi}\,(x^2y^2+y^2z^2+z^2x^2),$$

which runs from $0$ on the axes to $5/(4\pi)$ along the cube diagonals. The Hartree potential built from this density depends on direction, and a purely radial equation omits that part.

## Single determinants

A determinant of real orbitals of one spin, with its d electrons in orbitals of this shell, has a symmetric density matrix with $D^2=D$. If it is spherical, then $D=k\cdot1$ and $k^2=k$, so $k=0$ or $k=1$: the shell is empty or full. Both cases are multiples of the identity and hence spherical.

```lean
/-- If the real symmetric density matrix is idempotent, as for a determinant of real orbitals of one
spin that all lie in this d shell, the shell is spherical if and only if it is empty or full. -/
theorem isSpherical_iff_of_idempotent {D : Matrix (Fin 5) (Fin 5) ℝ} (hD : D.IsSymm)
    (hP : D * D = D) : IsSpherical D ↔ D = 0 ∨ D = 1 := by
  rw [isSpherical_iff hD]
  constructor
  · rintro ⟨k, rfl⟩
    -- idempotency leaves only the occupations zero and one
    have hk : k * k = k := by
      have h := congrFun (congrFun hP 0) 0
      simpa using h
    have hk' : k * (k - 1) = 0 := by linear_combination hk
    rcases mul_eq_zero.1 hk' with h | h
    · left
      rw [h, zero_smul]
    · right
      rw [sub_eq_zero.1 h, one_smul]
  · rintro (h | h)
    · exact ⟨0, by rw [h, zero_smul]⟩
    · exact ⟨1, by rw [h, one_smul]⟩
```

The hypothesis `hP` is the idempotency, and its $(0,0)$ entry supplies $k^2=k$. The smallest occupied case is one electron in a real orbital with unit coefficient vector $v$. Then $D=vv^{\mathsf T}$ is idempotent with trace 1, whereas the empty and full shells have traces 0 and 5. No real d orbital, however oriented or mixed within the shell, has a spherical density.

The condition applies to one spin at a time. Take three spin-up electrons in $xy$, $yz$ and $zx$ and two spin-down electrons in the other two orbitals, with the same radial function for both spins. The summed density matrix is then the identity, and the total density is spherical although the density of each spin alone is not. Where the radial functions of the two spins differ in magnitude, the total density depends on direction as well.

## The role of symmetry

For an arbitrary real matrix, exchanging the summation indices gives $\rho_{D^{\mathsf T}}=\rho_D$, and therefore

$$\rho_{D+D^{\mathsf T}}=2\rho_D .$$

The matrix $D+D^{\mathsf T}$ is symmetric, so the earlier criterion applies to it: $\rho_D$ is constant on the sphere exactly when $D+D^{\mathsf T}$ is a multiple of the identity. A nonzero antisymmetric matrix has zero density everywhere without being a multiple of the identity, so the criterion for $D$ itself fails for general real matrices.

```lean
/-- For an arbitrary real matrix, symmetric or not, the density is spherical if and only if
the sum of the matrix and its transpose is a multiple of the identity. -/
theorem isSpherical_iff_symmetrized (D : Matrix (Fin 5) (Fin 5) ℝ) :
    IsSpherical D ↔ ∃ k : ℝ, D + Dᵀ = k • (1 : Matrix (Fin 5) (Fin 5) ℝ) := by
  -- the antisymmetric part of the matrix does not contribute to the density
  have e : ∀ x y z : ℝ, density (D + Dᵀ) x y z = 2 * density D x y z := by
    intro x y z
    simp only [density, Fin.sum_univ_five, Matrix.add_apply, Matrix.transpose_apply]
    ring
  rw [← isSpherical_iff (Matrix.isSymm_add_transpose_self D)]
  constructor
  · rintro ⟨c, h⟩
    exact ⟨2 * c, fun x y z hr => by rw [e, h x y z hr]⟩
  · rintro ⟨c, h⟩
    exact ⟨c / 2, fun x y z hr => by linarith [e x y z, h x y z hr]⟩

end

end OpenDShellDensity
```

In the code, `e` is the doubling identity, and the two directions multiply or divide the constant by 2. Complex orbitals lead to a Hermitian density matrix, which lies beyond the real matrices treated here; its imaginary part is antisymmetric and drops out of the density in the same way.

```lean
#print axioms OpenDShellDensity.isSpherical_iff_equal_occupation
#print axioms OpenDShellDensity.isSpherical_iff_of_idempotent
#print axioms OpenDShellDensity.isSpherical_iff_symmetrized
```

```
'OpenDShellDensity.isSpherical_iff_equal_occupation' depends on axioms: [propext, Classical.choice, Quot.sound]
'OpenDShellDensity.isSpherical_iff_of_idempotent' depends on axioms: [propext, Classical.choice, Quot.sound]
'OpenDShellDensity.isSpherical_iff_symmetrized' depends on axioms: [propext, Classical.choice, Quot.sound]
```
